# The free-electron band seas in one zone have total volume equal to that of the Fermi ball

For free electrons in `d` dimensions, let c(k) be the number of reciprocal lattice vectors G for which k + G lies in the closed Fermi ball of radius `kF` about the origin. The sea of the n-th band is the set of wavevectors k in a zone `F` with c(k) ≥ n. The theorem `tsum_volume_bandSea` states that the volumes of these seas, summed over n = 1, 2, …, equal the volume of the ball, where `F` is any fundamental domain of the reciprocal lattice with respect to volume. The proof writes each volume as an integral over `F` and sums over bands to get the integral of c(k). It then expands c(k) as a sum over G of the ball's indicator function, and unfolds the zone into the whole of wavevector space.

In Lean, a first try:

```lean
import Mathlib

open MeasureTheory

namespace HarrisonConstruction

noncomputable section

/-- The space of wavevectors in `d` dimensions. -/
abbrev KSpace (d : ℕ) := EuclideanSpace ℝ (Fin d)

variable {d : ℕ} (b : Module.Basis (Fin d) ℝ (KSpace d))

/-- The reciprocal lattice: all integer combinations of the basis vectors. -/
abbrev recip : Submodule ℤ (KSpace d) := Submodule.span ℤ (Set.range b)

/-- The reciprocal vectors `G` whose plane wave `k + G` lies in the Fermi ball. -/
def levels (kF : ℝ) (k : KSpace d) : Set (recip b) :=
  {G | ‖k + (G : KSpace d)‖ ≤ kF}

/-- The number `c(k)` of plane waves `k + G` in the Fermi ball. -/
def count (kF : ℝ) (k : KSpace d) : ℕ := (levels b kF k).ncard

/-- The sea of the `n`-th band: wavevectors of the zone `F` with at least `n` plane waves
in the Fermi ball. -/
def bandSea (F : Set (KSpace d)) (kF : ℝ) (n : ℕ) : Set (KSpace d) :=
  {k | k ∈ F ∧ n ≤ count b kF k}

instance : Countable (recip b) :=
  TopologicalSpace.separableSpace_iff_countable.1 inferInstance

instance : MeasurableConstVAdd (recip b) (KSpace d) :=
  ⟨fun G => measurable_const_add (G : KSpace d)⟩

instance : VAddInvariantMeasure (recip b) (KSpace d) volume :=
  ⟨fun G s _ => measure_preimage_add volume (G : KSpace d) s⟩

/-- At every wavevector only finitely many plane waves lie in the Fermi ball. -/
theorem levels_finite (kF : ℝ) (k : KSpace d) : (levels b kF k).Finite := by
  refine ((ZSpan.setFinite_inter b (Metric.isBounded_closedBall (x := -k) (r := kF))).preimage
    Subtype.val_injective.injOn).subset (fun G hG => ?_)
  have h : (G : KSpace d) ∈ Metric.closedBall (-k) kF := by
    rw [Metric.mem_closedBall, dist_eq_norm, sub_neg_eq_add, add_comm]
    exact hG
  exact ⟨h, G.2⟩

/-- The count is the sum over reciprocal vectors of the Fermi ball's indicator function. -/
theorem count_eq_tsum (kF : ℝ) (k : KSpace d) :
    (count b kF k : ENNReal) = ∑' G : recip b,
      (Metric.closedBall (0 : KSpace d) kF).indicator (1 : KSpace d → ENNReal) (G +ᵥ k) := by
  have hfin := levels_finite b kF k
  have hmem (G : recip b) : G +ᵥ k ∈ Metric.closedBall (0 : KSpace d) kF ↔
      G ∈ levels b kF k := by
    change (G : KSpace d) + k ∈ _ ↔ ‖k + (G : KSpace d)‖ ≤ kF
    rw [mem_closedBall_zero_iff, add_comm]
  rw [tsum_eq_sum (s := hfin.toFinset) (fun G hG => Set.indicator_of_notMem
    (fun h => hG (hfin.mem_toFinset.2 ((hmem G).1 h))) _)]
  rw [Finset.sum_congr rfl (fun G hG => Set.indicator_of_mem
    ((hmem G).2 (hfin.mem_toFinset.1 hG)) _)]
  simp [count, Set.ncard_eq_toFinset_card _ hfin]

lemma measurableSet_count (kF : ℝ) (n : ℕ) : MeasurableSet {k | n ≤ count b kF k} := by
  have h : Measurable (fun k => (count b kF k : ENNReal)) := by
    simp_rw [count_eq_tsum]
    exact Measurable.tsum (fun G =>
      (measurable_one.indicator Metric.isClosed_closedBall.measurableSet).comp
        (measurable_const_vadd G))
  have h2 := measurableSet_le (measurable_const (a := (n : ENNReal))) h
  simpa only [Nat.cast_le] using h2

lemma tsum_layers (m : ℕ) : ∑' n : ℕ, (if n + 1 ≤ m then (1 : ENNReal) else 0) = m := by
  have h0 : ∀ n ∉ Finset.range m, (if n + 1 ≤ m then (1 : ENNReal) else 0) = 0 :=
    fun n hn => if_neg (fun h => hn (Finset.mem_range.2 h))
  have h1 : ∀ n ∈ Finset.range m, (if n + 1 ≤ m then (1 : ENNReal) else 0) = 1 :=
    fun n hn => if_pos (Finset.mem_range.1 hn)
  rw [tsum_eq_sum h0, Finset.sum_congr rfl h1]
  simp

variable {F F' : Set (KSpace d)}

/-- The volumes of the seas of all bands in one zone add up to the volume of the Fermi ball. -/
theorem tsum_volume_bandSea (hF : IsAddFundamentalDomain (recip b) F volume) (kF : ℝ) :
    ∑' n : ℕ, volume (bandSea b F kF (n + 1)) =
      volume (Metric.closedBall (0 : KSpace d) kF) := by
  have hball : MeasurableSet (Metric.closedBall (0 : KSpace d) kF) :=
    Metric.isClosed_closedBall.measurableSet
  have hsea (n : ℕ) : volume (bandSea b F kF (n + 1)) =
      ∫⁻ k in F, {k | n + 1 ≤ count b kF k}.indicator (1 : KSpace d → ENNReal) k := by
    rw [lintegral_indicator_one (measurableSet_count b kF (n + 1)),
      Measure.restrict_apply (measurableSet_count b kF (n + 1)), Set.inter_comm]
    rfl
  simp_rw [hsea]
  -- summing over bands at fixed `k` gives the count `c(k)`
  rw [← lintegral_tsum (fun n =>
    (measurable_one.indicator (measurableSet_count b kF (n + 1))).aemeasurable)]
  have hlayer (k : KSpace d) : ∑' n : ℕ,
      {k | n + 1 ≤ count b kF k}.indicator (1 : KSpace d → ENNReal) k = count b kF k := by
    rw [← tsum_layers (count b kF k)]
    refine tsum_congr (fun n => ?_)
    by_cases h : n + 1 ≤ count b kF k <;> simp [Set.indicator, h]
  simp_rw [hlayer, count_eq_tsum]
  -- unfold the zone into the whole of wavevector space
  rw [lintegral_tsum (fun G => ((measurable_one.indicator hball).comp
    (measurable_const_vadd G)).aemeasurable), ← hF.lintegral_eq_tsum'',
    lintegral_indicator_one hball]

end

end HarrisonConstruction
```

Messages:

```
Main.lean:97:88: error: unsolved goals
case pos
d : ℕ
b : Module.Basis (Fin d) ℝ (KSpace d)
F : Set (KSpace d)
hF : IsAddFundamentalDomain (↥(recip b)) F volume
kF : ℝ
hball : MeasurableSet (Metric.closedBall 0 kF)
hsea : ∀ (n : ℕ), volume (bandSea b F kF (n + 1)) = ∫⁻ (k : KSpace d) in F, {k | n + 1 ≤ count b kF k}.indicator 1 k
k : KSpace d
n : ℕ
h : n + 1 ≤ count b kF k
⊢ n < count b kF k

case neg
d : ℕ
b : Module.Basis (Fin d) ℝ (KSpace d)
F : Set (KSpace d)
hF : IsAddFundamentalDomain (↥(recip b)) F volume
kF : ℝ
hball : MeasurableSet (Metric.closedBall 0 kF)
hsea : ∀ (n : ℕ), volume (bandSea b F kF (n + 1)) = ∫⁻ (k : KSpace d) in F, {k | n + 1 ≤ count b kF k}.indicator 1 k
k : KSpace d
n : ℕ
h : ¬n + 1 ≤ count b kF k
⊢ count b kF k ≤ n
Main.lean:103:6: error: Tactic `rewrite` failed: Did not find an occurrence of the pattern
  ∫⁻ (a : KSpace d), ∑' (i : ?m.221), ((Metric.closedBall 0 kF).indicator 1 ∘ fun x => i +ᵥ x) a ∂?m.261
in the target expression
  ∫⁻ (a : KSpace d) in F, ∑' (G : ↥(recip b)), (Metric.closedBall 0 kF).indicator 1 (G +ᵥ a) ∂volume =
    volume (Metric.closedBall 0 kF)

d : ℕ
b : Module.Basis (Fin d) ℝ (KSpace d)
F : Set (KSpace d)
hF : IsAddFundamentalDomain (↥(recip b)) F volume
kF : ℝ
hball : MeasurableSet (Metric.closedBall 0 kF)
hsea : ∀ (n : ℕ), volume (bandSea b F kF (n + 1)) = ∫⁻ (k : KSpace d) in F, {k | n + 1 ≤ count b kF k}.indicator 1 k
hlayer : ∀ (k : KSpace d), ∑' (n : ℕ), {k | n + 1 ≤ count b kF k}.indicator 1 k = ↑(count b kF k)
⊢ ∫⁻ (a : KSpace d) in F, ∑' (G : ↥(recip b)), (Metric.closedBall 0 kF).indicator 1 (G +ᵥ a) ∂volume =
    volume (Metric.closedBall 0 kF)
```

After these edits no error is left:

```diff
@@ -98,9 +98,17 @@
     rw [← tsum_layers (count b kF k)]
     refine tsum_congr (fun n => ?_)
-    by_cases h : n + 1 ≤ count b kF k <;> simp [Set.indicator, h]
+    by_cases h : n + 1 ≤ count b kF k
+    · rw [if_pos h]
+      exact Set.indicator_of_mem (s := {k | n + 1 ≤ count b kF k}) h _
+    · rw [if_neg h]
+      exact Set.indicator_of_notMem (s := {k | n + 1 ≤ count b kF k}) h _
   simp_rw [hlayer, count_eq_tsum]
   -- unfold the zone into the whole of wavevector space
-  rw [lintegral_tsum (fun G => ((measurable_one.indicator hball).comp
-    (measurable_const_vadd G)).aemeasurable), ← hF.lintegral_eq_tsum'',
+  have hm (G : recip b) : AEMeasurable (fun k : KSpace d =>
+      (Metric.closedBall (0 : KSpace d) kF).indicator (1 : KSpace d → ENNReal) (G +ᵥ k))
+      (volume.restrict F) :=
+    ((measurable_one.indicator hball).comp (measurable_const_vadd G)).aemeasurable
+  rw [lintegral_tsum hm, ← hF.lintegral_eq_tsum''
+    ((Metric.closedBall (0 : KSpace d) kF).indicator (1 : KSpace d → ENNReal)),
     lintegral_indicator_one hball]
 
```

The first error comes from the set inside the indicator. There the inequality `n + 1 ≤ count b kF k` has a bound `k`, so `h`, which is about the fixed `k`, does not apply, and `simp` rewrites the inequality to `n < count b kF k`. When membership in the set is then unfolded at the fixed `k`, the condition is in this new form and `h` no longer matches it. On the right-hand side `h` does settle the conditional, so each case is left with a goal that is `h` in other words. The repair avoids `simp`: `if_pos` and `if_neg` settle the conditional, and `Set.indicator_of_mem` and `Set.indicator_of_notMem` settle the indicator, all using `h` as it stands.

In the second error, the measurability proof passed to `lintegral_tsum` was built with `.comp`, so the pattern contained a composition `∘`. The goal has the indicator applied directly to `G +ᵥ a`. The two are equal by definition, but `rw` did not unfold the composition to match them. The new `hm` states measurability in the applied form, which the same proof term still establishes, so the pattern now fits.

The repair also gives `hF.lintegral_eq_tsum''` its function explicitly, so that `rw` need not infer it. The failed `rw` stopped before that step, so the messages do not show whether this was needed.
